# The Thomas-Fermi energy of $N$ non-interacting spinless fermions in a one-dimensional harmonic trap equals the sum of the $N$ lowest oscillator levels

Take one particle of unit mass in the potential $x^2/2$, with $\hbar=\omega=1$. At chemical potential $\mu=1$ the Thomas-Fermi density is $n(x)=\sqrt{2-x^2}/\pi$ for $|x|\le\sqrt2$ and zero elsewhere. Its graph encloses half the area of a disc of radius $\sqrt2$, divided by $\pi$, so it holds exactly one particle. The substitution $x=\sqrt2\sin\theta$ turns the two energy integrals into

$$\frac{\pi^2}{6}\int n^3\,dx=\frac{2}{3\pi}\int_{-\pi/2}^{\pi/2}\cos^4\theta\,d\theta=\frac14,\qquad
\int\frac{x^2}{2}\,n\,dx=\frac{2}{\pi}\int_{-\pi/2}^{\pi/2}\sin^2\theta\cos^2\theta\,d\theta=\frac14 .$$

The total is $1/2$, the lowest oscillator level. With $\sqrt2$ replaced by $\sqrt{2\mu}$, the substitution works for every $\mu\ge0$.

## Particle number, energies and a lower bound

For a density $n$, define

$$T[n]=\frac{\pi^2}{6}\int n^3\,dx,\qquad V[n]=\int\frac{x^2}{2}\,n\,dx,\qquad E[n]=T[n]+V[n].$$

The constant $\pi^2/6$ stands for a locally uniform gas of free spinless fermions. Such a gas fills the wave numbers up to $k_F=\pi n$, and its kinetic energy per length is $\int_{-k_F}^{k_F}\frac{k^2}{2}\frac{dk}{2\pi}=\frac{\pi^2}{6}n^3$.

With $n_\mu(x)=\sqrt{\max(0,\,2\mu-x^2)}/\pi$ and $\mu\ge0$,

$$\int n_\mu\,dx=\mu,\qquad T[n_\mu]=V[n_\mu]=\frac{\mu^2}{4}.$$

Moreover, $E[n_\mu]\le E[m]$ for every nonnegative density $m$ that has particle number $\mu$ and finite energy integrals. For $\mu=N$, a natural number, $E[n_N]=\sum_{k<N}(k+\tfrac12)$.

## Reference values for an orbital-free code

For non-interacting spinless fermions in a one-dimensional harmonic trap, an orbital-free density-functional code that uses this local kinetic functional can be checked against three numbers. At chemical potential $\mu$ the particle number is $\mu$, the kinetic energy is $\mu^2/4$ and the potential energy is $\mu^2/4$. Comparing the kinetic and potential parts separately exposes errors that cancel in the total.

The lower bound serves a code that minimises $E$ numerically. If a run at particle number $\mu$ reports an energy below $\mu^2/2$, then the reported number is not the exact $E$ of an admissible density. Possible causes include the quadrature, the normalisation, the sign of the density and a wrong coefficient in the coded functional. A small deficit may be pure discretisation error, since the bound concerns integrals over the line and not sums over a grid.

## From the turning points to the level sum

Let $R=\sqrt{2\mu}$, so that the turning points are $\pm R$. For $|\theta|\le\pi/2$ put $x=R\sin\theta$. Then $2\mu-x^2=R^2\cos^2\theta$, and because $\cos\theta\ge0$ on this range,

$$n_\mu(R\sin\theta)=\frac{R\cos\theta}{\pi},\qquad dx=R\cos\theta\,d\theta .$$

Three trigonometric integrals over $[-\pi/2,\pi/2]$ are needed. The first is $\int\cos^2\theta\,d\theta=\pi/2$. Since $\sin^2\theta\cos^2\theta=(1-\cos4\theta)/8$, the second is $\int\sin^2\theta\cos^2\theta\,d\theta=\pi/8$. Since $\cos^4\theta=\cos^2\theta-\sin^2\theta\cos^2\theta$, the third is $\int\cos^4\theta\,d\theta=3\pi/8$. With $R^2=2\mu$ and $R^4=4\mu^2$ they give

$$\int n_\mu\,dx=\frac{2\mu}{\pi}\cdot\frac{\pi}{2}=\mu,$$

$$T[n_\mu]=\frac{\pi^2}{6}\cdot\frac{4\mu^2}{\pi^3}\cdot\frac{3\pi}{8}=\frac{\mu^2}{4},\qquad
V[n_\mu]=\frac{2\mu^2}{\pi}\cdot\frac{\pi}{8}=\frac{\mu^2}{4}.$$

For the lower bound, fix a point $x$, write $n=n_\mu(x)$, and compare the local grand potential

$$g(y)=\frac{\pi^2}{6}y^3+\frac{x^2}{2}y-\mu y$$

at $y=n$ with its value at any other $y\ge0$. Between the turning points, squaring the density gives the Euler equation $\frac{\pi^2}{2}n^2+\frac{x^2}{2}=\mu$. Eliminating $\mu-x^2/2$ with it yields

$$g(y)-g(n)=\frac{\pi^2}{6}\left(y^3-3n^2y+2n^3\right)=\frac{\pi^2}{6}(y-n)^2(y+2n)\ge0 .$$

Beyond the turning points $n=0$ and $x^2/2\ge\mu$, so $g(y)=\frac{\pi^2}{6}y^3+(\frac{x^2}{2}-\mu)y\ge0=g(n)$. Setting $y=m(x)$ and integrating over the line gives

$$E[n_\mu]-\mu\int n_\mu\,dx\le E[m]-\mu\int m\,dx .$$

Both particle numbers equal $\mu$, so the subtracted terms agree and $E[n_\mu]\le E[m]$.

Finally, $\sum_{k<N}(k+\frac12)=N^2/2$ by induction: the empty sum is $0$, and $\frac{N^2}{2}+N+\frac12=\frac{(N+1)^2}{2}$. This matches $E[n_N]=\frac{N^2}{4}+\frac{N^2}{4}$.

## The Lean file

```lean
import Mathlib

open Real MeasureTheory

namespace ThomasFermiTrap

noncomputable section

/-- Thomas-Fermi density of spinless fermions in the trap `x²/2` at chemical potential `μ`;
it is zero beyond the classical turning points. -/
def density (μ x : ℝ) : ℝ := √(max 0 (2 * μ - x ^ 2)) / π

/-- One-dimensional Thomas-Fermi kinetic energy of a density `n`. -/
def kinetic (n : ℝ → ℝ) : ℝ := π ^ 2 / 6 * ∫ x, n x ^ 3

/-- Potential energy of a density `n` in the harmonic trap. -/
def potential (n : ℝ → ℝ) : ℝ := ∫ x, x ^ 2 / 2 * n x

/-- Total Thomas-Fermi energy of a density `n` in the harmonic trap. -/
def energy (n : ℝ → ℝ) : ℝ := kinetic n + potential n

/-- The density vanishes at and beyond the turning points. -/
theorem density_outside {μ x : ℝ} (h : 2 * μ ≤ x ^ 2) : density μ x = 0 := by
  unfold density
  rw [max_eq_left (by linarith), Real.sqrt_zero, zero_div]

/-- Between the turning points the local Fermi energy and the trap potential add up to `μ`. -/
theorem density_euler {μ x : ℝ} (h : x ^ 2 ≤ 2 * μ) :
    π ^ 2 / 2 * density μ x ^ 2 + x ^ 2 / 2 = μ := by
  unfold density
  rw [max_eq_right (by linarith), div_pow, Real.sq_sqrt (by linarith)]
  have e : π ^ 2 / 2 * ((2 * μ - x ^ 2) / π ^ 2) = (2 * μ - x ^ 2) / 2 := by
    field_simp
  linarith

/-- For `0 ≤ μ` and `-π/2 ≤ θ ≤ π/2`, the density at position `√(2μ) sin θ` is `√(2μ) cos θ / π`. -/
theorem density_angle {μ θ : ℝ} (hμ : 0 ≤ μ) (hθ : θ ∈ Set.uIcc (-(π / 2)) (π / 2)) :
    density μ (√(2 * μ) * sin θ) = √(2 * μ) * cos θ / π := by
  rw [Set.uIcc_of_le (by linarith [Real.pi_pos])] at hθ
  have hc := Real.cos_nonneg_of_mem_Icc hθ
  have hR := Real.sq_sqrt (show 0 ≤ 2 * μ by linarith)
  have e : 2 * μ - (√(2 * μ) * sin θ) ^ 2 = (√(2 * μ) * cos θ) ^ 2 := by
    linear_combination (-1) * hR - √(2 * μ) ^ 2 * Real.sin_sq_add_cos_sq θ
  unfold density
  rw [e, max_eq_right (sq_nonneg _), Real.sqrt_sq (mul_nonneg (Real.sqrt_nonneg _) hc)]

/-- A continuous quantity that vanishes beyond the turning points is integrable, and its
integral can be taken over the angle `θ` with `x = √(2μ) sin θ`. -/
theorem integral_angle {μ : ℝ} (hμ : 0 ≤ μ) {F : ℝ → ℝ} (hF : Continuous F)
    (h0 : ∀ x, 2 * μ ≤ x ^ 2 → F x = 0) :
    Integrable F ∧ ∫ x, F x =
      ∫ θ in (-(π / 2))..(π / 2), F (√(2 * μ) * sin θ) * (√(2 * μ) * cos θ) := by
  have hR := Real.sq_sqrt (show 0 ≤ 2 * μ by linarith)
  have hR0 := Real.sqrt_nonneg (2 * μ)
  have out : ∀ x, x ∉ Set.Ioc (-√(2 * μ)) (√(2 * μ)) → F x = 0 := by
    intro x hx
    apply h0
    rw [Set.mem_Ioc, not_and_or, not_lt, not_le] at hx
    rcases hx with h | h <;> nlinarith
  constructor
  · exact hF.integrable_of_hasCompactSupport
      (HasCompactSupport.intro (isCompact_Icc (a := -√(2 * μ)) (b := √(2 * μ)))
        fun x hx => out x fun h => hx (Set.Ioc_subset_Icc_self h))
  · have hs := intervalIntegral.integral_comp_mul_deriv (a := -(π / 2)) (b := π / 2)
      (f := fun θ => √(2 * μ) * sin θ) (f' := fun θ => √(2 * μ) * cos θ) (g := F)
      (fun θ _ => (Real.hasDerivAt_sin θ).const_mul _)
      (by fun_prop) hF
    simp only [Function.comp_apply, Real.sin_neg, Real.sin_pi_div_two, mul_neg, mul_one] at hs
    rw [hs]
    symm
    apply intervalIntegral.integral_eq_integral_of_support_subset
    intro x hx
    by_contra hn
    exact Function.mem_support.1 hx (out x hn)

/-- For `0 ≤ μ`, the Thomas-Fermi density at chemical potential `μ` holds `μ` particles. -/
theorem particle_number {μ : ℝ} (hμ : 0 ≤ μ) : ∫ x, density μ x = μ := by
  have hc : Continuous (density μ) := by unfold density; fun_prop
  have hR := Real.sq_sqrt (show 0 ≤ 2 * μ by linarith)
  have hI : ∫ θ in (-(π / 2))..(π / 2), cos θ ^ 2 = π / 2 := by
    rw [integral_cos_sq, Real.cos_neg, Real.cos_pi_div_two]
    ring
  refine (integral_angle hμ hc fun x h => density_outside h).2.trans
    ((intervalIntegral.integral_congr (g := fun θ => 2 * μ / π * cos θ ^ 2)
      fun θ hθ => ?_).trans ?_)
  · simp only [density_angle hμ hθ]
    linear_combination (cos θ ^ 2 / π) * hR
  · simp only [intervalIntegral.integral_const_mul, hI]
    field_simp

/-- For `0 ≤ μ`, the kinetic energy of the Thomas-Fermi density is `μ²/4`. -/
theorem kinetic_density {μ : ℝ} (hμ : 0 ≤ μ) : kinetic (density μ) = μ ^ 2 / 4 := by
  have hc : Continuous (density μ) := by unfold density; fun_prop
  have hR := Real.sq_sqrt (show 0 ≤ 2 * μ by linarith)
  have hI : ∫ θ in (-(π / 2))..(π / 2), cos θ ^ 4 = 3 * π / 8 := by
    have e : ∀ θ : ℝ, cos θ ^ 4 = cos θ ^ 2 - sin θ ^ 2 * cos θ ^ 2 := fun θ => by
      linear_combination cos θ ^ 2 * Real.sin_sq_add_cos_sq θ
    have h1 : sin (4 * (π / 2)) = 0 := by
      rw [show 4 * (π / 2) = 2 * π by ring, Real.sin_two_pi]
    simp only [e]
    rw [intervalIntegral.integral_sub (Continuous.intervalIntegrable (by fun_prop) _ _)
      (Continuous.intervalIntegrable (by fun_prop) _ _), integral_cos_sq,
      integral_sin_sq_mul_cos_sq, Real.cos_neg, Real.cos_pi_div_two, mul_neg 4 (π / 2),
      Real.sin_neg (4 * (π / 2)), h1]
    ring
  have h : ∫ x, density μ x ^ 3 = 4 * μ ^ 2 / π ^ 3 * (3 * π / 8) := by
    refine (integral_angle hμ (F := fun x => density μ x ^ 3) (by fun_prop)
      fun x h => by simp [density_outside h]).2.trans
      ((intervalIntegral.integral_congr (g := fun θ => 4 * μ ^ 2 / π ^ 3 * cos θ ^ 4)
        fun θ hθ => ?_).trans ?_)
    · simp only [density_angle hμ hθ]
      linear_combination (cos θ ^ 4 / π ^ 3) * (√(2 * μ) ^ 2 + 2 * μ) * hR
    · simp only [intervalIntegral.integral_const_mul, hI]
  unfold kinetic
  rw [h]
  field_simp
  ring

/-- For `0 ≤ μ`, the potential energy of the Thomas-Fermi density is `μ²/4`. -/
theorem potential_density {μ : ℝ} (hμ : 0 ≤ μ) : potential (density μ) = μ ^ 2 / 4 := by
  have hc : Continuous (density μ) := by unfold density; fun_prop
  have hR := Real.sq_sqrt (show 0 ≤ 2 * μ by linarith)
  have hI : ∫ θ in (-(π / 2))..(π / 2), sin θ ^ 2 * cos θ ^ 2 = π / 8 := by
    have h1 : sin (4 * (π / 2)) = 0 := by
      rw [show 4 * (π / 2) = 2 * π by ring, Real.sin_two_pi]
    rw [integral_sin_sq_mul_cos_sq, mul_neg, Real.sin_neg, h1]
    ring
  unfold potential
  refine (integral_angle hμ (F := fun x => x ^ 2 / 2 * density μ x) (by fun_prop)
    fun x h => by simp [density_outside h]).2.trans
    ((intervalIntegral.integral_congr
      (g := fun θ => 2 * μ ^ 2 / π * (sin θ ^ 2 * cos θ ^ 2)) fun θ hθ => ?_).trans ?_)
  · simp only [density_angle hμ hθ]
    linear_combination
      (sin θ ^ 2 * cos θ ^ 2 / (2 * π)) * (√(2 * μ) ^ 2 + 2 * μ) * hR
  · simp only [intervalIntegral.integral_const_mul, hI]
    field_simp
    ring

/-- At each point the Thomas-Fermi density minimises the local grand potential among all
nonnegative density values `y`. -/
theorem local_minimum (μ x : ℝ) {y : ℝ} (hy : 0 ≤ y) :
    π ^ 2 / 6 * density μ x ^ 3 + x ^ 2 / 2 * density μ x - μ * density μ x
      ≤ π ^ 2 / 6 * y ^ 3 + x ^ 2 / 2 * y - μ * y := by
  rcases le_total (x ^ 2) (2 * μ) with h | h
  · have e := density_euler h
    have hn : 0 ≤ density μ x := div_nonneg (Real.sqrt_nonneg _) Real.pi_pos.le
    -- the excess is a square times a nonnegative factor
    have k : 0 ≤ π ^ 2 / 6 * ((y - density μ x) ^ 2 * (y + 2 * density μ x)) :=
      mul_nonneg (by positivity) (mul_nonneg (sq_nonneg _) (by linarith))
    linear_combination k + (density μ x - y) * e
  · rw [density_outside h]
    have h1 : 0 ≤ π ^ 2 / 6 * y ^ 3 := by positivity
    have h2 : 0 ≤ (x ^ 2 / 2 - μ) * y := mul_nonneg (by linarith) hy
    linarith

/-- Among nonnegative densities with particle number `μ` and finite energy integrals, the
Thomas-Fermi density has the least energy. -/
theorem density_minimises {μ : ℝ} (hμ : 0 ≤ μ) {m : ℝ → ℝ} (hm0 : ∀ x, 0 ≤ m x)
    (hm : Integrable m) (hT : Integrable fun x => m x ^ 3)
    (hV : Integrable fun x => x ^ 2 / 2 * m x) (hN : ∫ x, m x = μ) :
    energy (density μ) ≤ energy m := by
  have hc : Continuous (density μ) := by unfold density; fun_prop
  -- the integrated grand potential is the energy minus `μ` times the particle number
  have split : ∀ p : ℝ → ℝ, Integrable p → Integrable (fun x => p x ^ 3) →
      Integrable (fun x => x ^ 2 / 2 * p x) →
      Integrable (fun x => π ^ 2 / 6 * p x ^ 3 + x ^ 2 / 2 * p x - μ * p x) ∧
      ∫ x, (π ^ 2 / 6 * p x ^ 3 + x ^ 2 / 2 * p x - μ * p x)
        = energy p - μ * ∫ x, p x := by
    intro p h1 h3 h2
    have hA : Integrable (fun x => π ^ 2 / 6 * p x ^ 3 + x ^ 2 / 2 * p x) :=
      (h3.const_mul _).add h2
    refine ⟨hA.sub (h1.const_mul μ), ?_⟩
    unfold energy kinetic potential
    rw [integral_sub hA (h1.const_mul μ), integral_add (h3.const_mul _) h2,
      integral_const_mul, integral_const_mul]
  obtain ⟨i1, e1⟩ := split (density μ)
    (integral_angle hμ hc fun x h => density_outside h).1
    (integral_angle hμ (F := fun x => density μ x ^ 3) (by fun_prop)
      fun x h => by simp [density_outside h]).1
    (integral_angle hμ (F := fun x => x ^ 2 / 2 * density μ x) (by fun_prop)
      fun x h => by simp [density_outside h]).1
  obtain ⟨i2, e2⟩ := split m hm hT hV
  have key := integral_mono i1 i2 fun x => local_minimum μ x (hm0 x)
  rw [e1, e2, particle_number hμ, hN] at key
  linarith

/-- For `μ = N` the Thomas-Fermi density holds `N` particles, and its energy equals the sum
of `k + 1/2` over `k < N`. -/
theorem energy_eq_level_sum (N : ℕ) :
    ∫ x, density N x = N ∧
      energy (density N) = ∑ k ∈ Finset.range N, ((k : ℝ) + 1 / 2) := by
  have hN : (0 : ℝ) ≤ N := Nat.cast_nonneg N
  have hsum : ∀ M : ℕ, ∑ k ∈ Finset.range M, ((k : ℝ) + 1 / 2) = (M : ℝ) ^ 2 / 2 := by
    intro M
    induction M with
    | zero => simp
    | succ M ih =>
      rw [Finset.sum_range_succ, ih]
      push_cast
      ring
  refine ⟨particle_number hN, ?_⟩
  rw [hsum, energy, kinetic_density hN, potential_density hN]
  ring

end

end ThomasFermiTrap
```

```lean
#print axioms ThomasFermiTrap.density_minimises
#print axioms ThomasFermiTrap.energy_eq_level_sum
```

```
'ThomasFermiTrap.density_minimises' depends on axioms: [propext, Classical.choice, Quot.sound]
'ThomasFermiTrap.energy_eq_level_sum' depends on axioms: [propext, Classical.choice, Quot.sound]
```

## How the proof follows the derivation

`density_outside` and `density_euler` describe the density on the two sides of the turning points, and `density_angle` is the formula $n_\mu(R\sin\theta)=R\cos\theta/\pi$. The theorems `particle_number`, `kinetic_density` and `potential_density` share one pattern. They pass to the angle with `integral_angle`, rewrite the integrand as a constant times a trigonometric function with `integral_congr`, and insert the value of the trigonometric integral. The `linear_combination` steps that use `hR` replace $R^2$ by $2\mu$.

`local_minimum` splits into the same two cases as the derivation. Between the turning points, `k` is the proof that the following product is nonnegative: $\frac{\pi^2}{6}(y-n)^2(y+2n)$, and `linear_combination` combines it with a multiple of the Euler equation. In `density_minimises`, the auxiliary statement `split` identifies the integrated grand potential with the energy minus $\mu$ times the particle number. Then `integral_mono` integrates the pointwise inequality. `energy_eq_level_sum` adds the induction.

## Substitution without an inverse function

The energy values turn on Mathlib's `intervalIntegral.integral_comp_mul_deriv`, which is applied inside `integral_angle`. It states that

$$\int_a^b F(f(\theta))\,f'(\theta)\,d\theta=\int_{f(a)}^{f(b)}F(x)\,dx .$$

It requires that $f$ have derivative $f'$ on the closed interval, that $f'$ be continuous there, and that $F$ be continuous. It does not require $f$ to be invertible. This is why $\mu=0$ needs no separate treatment: there $R\sin\theta$ is constant and both sides vanish.

The lemma ends with an integral from $-R$ to $R$, while the energies are integrals over the whole line. `integral_angle` closes this gap with its hypothesis `h0`, that $F$ vanishes wherever $x^2\ge2\mu$. The same hypothesis gives $F$ compact support, and together with continuity this makes it integrable. The `max 0` in `density` writes the vanishing tail into the definition, so one continuous function describes the density on all of $\mathbb R$.

## Exact for the continuum functional, silent on grids and orbitals

In the file, a density is a function `ℝ → ℝ`, and `kinetic`, `potential` and `energy` are $T$, $V$ and $E$ whenever the integrals converge. Energies are in units of $\hbar\omega$ and lengths in units of $\sqrt{\hbar/(M\omega)}$, where $M$ is the particle mass. The theorems on particle number, energies and minimality assume `0 ≤ μ`. In the level sum, `N` is a natural number, and `Finset.range N` runs over $k=0,\dots,N-1$, so $N=0$ gives zero on both sides.

The competitor `m` in `density_minimises` must satisfy the following conditions:

- It is nonnegative at every point (`hm0`).
- `m`, its cube and $x^2m/2$ are integrable (`hm`, `hT`, `hV`).
- Its particle number is $\mu$ (`hN`).

The conditions `hT` and `hV` carry weight, because Lean assigns the value $0$ to the integral of a non-integrable function, and an infinite kinetic or potential energy would otherwise count as zero. The competitor need not be continuous, and it may extend beyond the turning points. The theorem says that no competitor has lower energy; it makes no statement about uniqueness.

The functional itself is an assumption. The file contains no Schrödinger equation, so the reading of $k+\frac12$ as oscillator levels, filled once each by the Pauli principle, is physical input, and the theorem compares the Thomas-Fermi energy with their arithmetic sum. For $N\ge1$, agreement of the total energies does not make $n_N$ the quantum density, which has tails beyond the turning points. Interactions, spin, other potentials and higher dimensions are not treated, and neither is the error of any quadrature rule.
